# For QM fractions in [0,1], difference-based adaptive QM/MM weights sum to 1 and reproduce every fraction

## Why does clipping negative differences leave the right total?

If the weights in my adaptive QM/MM average summed to 0.7, adding a constant to the energy of every partition would shift the averaged energy by only 0.7 of that constant. And if a solvent molecule still had QM weight at the outer edge of the buffer, the energy could jump when it left.

The difference-based scheme gives each buffer molecule a QM fraction. A partition is weighted by the smallest fraction among its QM molecules minus the largest among its MM molecules, and negative differences are set to zero. If no buffer molecule is QM, the smallest fraction is taken as 1, the value for molecules that are always QM; if none is MM, the largest is taken as 0, the value for molecules that are always MM. For two molecules $a$ and $b$ with fractions 0.7 and 0.4, the raw differences are 0.3 for no QM molecule, 0.3 for $a$ alone, $-0.3$ for $b$ alone and 0.4 for both. They sum to 0.7, but after clipping they sum to 1. Why should discarding the negative terms repair the sum, and does it work for any number of molecules?

## Each weight is the length of an interval of thresholds

It works for any finite number of buffer groups with fractions in $[0,1]$. Let $p_i$ be the QM fraction of group $i$, and let $S$ be the set of buffer groups treated as QM. Write $m(S)$ for the minimum of $p$ over $S$, with $m(\emptyset)=1$, and $M(S^c)$ for the maximum over the complement, with $M(\emptyset)=0$. The weight is

$$w(S)=\max\bigl(0,\;m(S)-M(S^c)\bigr).$$

Choose one threshold $t\in(0,1]$ for all groups and treat group $i$ as QM when $t\le p_i$. This selects $S$ exactly when $t\le p_i$ for all $i\in S$ and $p_j<t$ for all $j\notin S$. Since $0\le p_i\le 1$, these conditions together with $0<t\le1$ say

$$M(S^c)<t\le m(S).$$

The thresholds that select $S$ therefore form an interval of length $w(S)$. A negative difference means that no threshold selects $S$, and an empty interval has length zero, not a negative length. That is why clipping is right.

Every threshold selects exactly one set, so the intervals are disjoint and fill $(0,1]$. Their lengths give $\sum_S w(S)=1$. Group $i$ is selected exactly for $t\in(0,p_i]$, hence

$$\sum_{S\ni i}w(S)=p_i.$$

As $p_i\to0$, the total weight of all partitions with group $i$ in the QM region vanishes too.

In the smallest case there are no buffer groups, and the empty set has weight $1-0=1$. With one group, the weights are $p_i$ for QM and $1-p_i$ for MM.

## Nested QM sets fix the weights

If $w(S)\neq0$, every fraction inside $S$ exceeds every fraction outside. Suppose $S$ and $T$ both have nonzero weight and neither contains the other. Take $i\in S\setminus T$ and $j\in T\setminus S$. Then $S$ gives $p_j<p_i$ and $T$ gives $p_i<p_j$, a contradiction. So the sets of nonzero weight are nested, and for $n$ buffer groups at a fixed geometry at most $n+1$ of the $2^n$ partitions need an energy calculation.

Conversely, let $v$ be nonnegative weights that sum to 1, are nonzero only on nested sets, and give each group $i$ total QM weight $p_i$. Take $S$ with $v(S)>0$ and $j\notin S$. Any $T$ containing $j$ with $v(T)\neq0$ is nested with $S$ but not contained in it, so it strictly contains $S$. The sets that contribute to $p_j$ thus also contain each $i\in S$, and $S$ itself contributes to $p_i$ but not to $p_j$:

$$p_j+v(S)\le p_i .$$

If $S$ is empty, the total weight 1 replaces $p_i$; if nothing lies outside $S$, 0 replaces $p_j$. In every case $M(S^c)+v(S)\le m(S)$, so $v(S)\le w(S)$. This also holds when $v(S)=0$. Both families sum to 1, so no inequality can be strict, and $v=w$.

Nestedness matters here. Treating the two molecules as independent gives weights 0.18, 0.42, 0.12 and 0.28 for neither, $a$, $b$ and both. These also sum to 1 and reproduce 0.7 and 0.4, but they are not the difference-based weights.

## What the Lean theorems say about buffer groups

The finite type `ι` labels the buffer groups; groups that are always QM or always MM are not in it. The function `p : ι → ℝ` holds the QM fractions. If your switching function measures MM character, `p` is one minus that function. A partition is a `Finset ι` called `S`, its QM buffer groups, and `Sᶜ` holds the MM ones. `minOf`, `maxOf` and `weight` are $m$, $M$ and $w$, including the values for empty sets.

`weight_normalised_and_inclusion` assumes `h0` and `h1`, the bounds $0\le p_i\le1$, and states both sum rules. The bounds express that a fraction runs from fully MM to fully QM. With a single group, $p_i=1.2$ gives total weight 1.2, so normalisation fails without the upper bound; $p_i=-0.2$ also gives 1.2, so it fails without the lower one.

`weight_nested` needs no bounds. `eq_weight_of_nested` is the converse, and there the bounds follow from the assumptions on `v`.

The fractions are given numbers at one geometry. The theorems do not cover how the fractions change as the atoms move, or how the partition energies or forces are combined with these weights; the smoothness of a simulation depends on both. It also depends on the weights themselves, which are continuous in the fractions but can have kinks where two fractions cross.

```lean
import Mathlib

open MeasureTheory

namespace DifferenceBasedAdaptiveSolvation

noncomputable section

variable {ι : Type*} {p : ι → ℝ} {S T : Finset ι} {t : ℝ}

/-- The smallest QM fraction in a set of buffer groups, with value 1 for the empty set. -/
def minOf (p : ι → ℝ) (S : Finset ι) : ℝ :=
  if h : S.Nonempty then S.inf' h p else 1

/-- The largest QM fraction in a set of buffer groups, with value 0 for the empty set. -/
def maxOf (p : ι → ℝ) (S : Finset ι) : ℝ :=
  if h : S.Nonempty then S.sup' h p else 0

/-- If all QM fractions are at most 1, a number is at most the minimum over `S` exactly when
it is at most 1 and at most every fraction in `S`. -/
theorem le_minOf_iff (h1 : ∀ i, p i ≤ 1) :
    t ≤ minOf p S ↔ t ≤ 1 ∧ ∀ i ∈ S, t ≤ p i := by
  unfold minOf
  split_ifs with h
  · rw [Finset.le_inf'_iff]
    constructor
    · intro H
      obtain ⟨i, hi⟩ := h
      exact ⟨(H i hi).trans (h1 i), H⟩
    · exact fun H => H.2
  · rw [Finset.not_nonempty_iff_eq_empty] at h
    subst h
    simp

/-- If all QM fractions are nonnegative, a number exceeds the maximum over `S` exactly when
it is positive and exceeds every fraction in `S`. -/
theorem maxOf_lt_iff (h0 : ∀ i, 0 ≤ p i) :
    maxOf p S < t ↔ 0 < t ∧ ∀ i ∈ S, p i < t := by
  unfold maxOf
  split_ifs with h
  · rw [Finset.sup'_lt_iff]
    constructor
    · intro H
      obtain ⟨i, hi⟩ := h
      exact ⟨(h0 i).trans_lt (H i hi), H⟩
    · exact fun H => H.2
  · rw [Finset.not_nonempty_iff_eq_empty] at h
    subst h
    simp

variable [Fintype ι] [DecidableEq ι]

/-- The difference-based weight of the partition whose QM buffer groups are `S`: the smallest
fraction inside `S` (1 if `S` is empty) minus the largest fraction outside (0 if no group is
outside), or zero if this is negative. -/
def weight (p : ι → ℝ) (S : Finset ι) : ℝ :=
  max 0 (minOf p S - maxOf p Sᶜ)

/-- The buffer groups whose QM fraction is at least the threshold `t`. -/
def thresholdSet (p : ι → ℝ) (t : ℝ) : Finset ι :=
  Finset.univ.filter (fun i => t ≤ p i)

/-- For QM fractions in [0,1], the thresholds between the largest fraction outside `S` and the
smallest inside are exactly the thresholds in (0,1] that select the set `S`. -/
theorem mem_window_iff (h0 : ∀ i, 0 ≤ p i) (h1 : ∀ i, p i ≤ 1) :
    t ∈ Set.Ioc (maxOf p Sᶜ) (minOf p S) ↔ t ∈ Set.Ioc (0 : ℝ) 1 ∧ S = thresholdSet p t := by
  rw [Set.mem_Ioc, maxOf_lt_iff h0, le_minOf_iff h1, Set.mem_Ioc]
  constructor
  · rintro ⟨⟨ht0, ho⟩, ht1, hi⟩
    refine ⟨⟨ht0, ht1⟩, ?_⟩
    ext i
    simp only [thresholdSet, Finset.mem_filter, Finset.mem_univ, true_and]
    refine ⟨hi i, fun h => ?_⟩
    by_contra hS
    exact absurd h (not_le_of_gt (ho i (Finset.mem_compl.2 hS)))
  · rintro ⟨⟨ht0, ht1⟩, hS⟩
    have key : ∀ i, i ∈ S ↔ t ≤ p i := by
      intro i
      rw [hS]
      simp [thresholdSet]
    exact ⟨⟨ht0, fun i hi => not_le.1 fun h => Finset.mem_compl.1 hi ((key i).2 h)⟩,
      ht1, fun i hi => (key i).1 hi⟩

/-- For QM fractions in [0,1], the total weight of a family of partitions is the length of the
set of thresholds in (0,1] that select a member of the family. -/
theorem sum_weight_eq_volume (h0 : ∀ i, 0 ≤ p i) (h1 : ∀ i, p i ≤ 1)
    (F : Finset (Finset ι)) :
    ∑ S ∈ F, weight p S =
      volume.real {t : ℝ | t ∈ Set.Ioc (0 : ℝ) 1 ∧ thresholdSet p t ∈ F} := by
  have hU : {t : ℝ | t ∈ Set.Ioc (0 : ℝ) 1 ∧ thresholdSet p t ∈ F} =
      ⋃ S ∈ F, Set.Ioc (maxOf p Sᶜ) (minOf p S) := by
    ext t
    simp only [Set.mem_iUnion, exists_prop, Set.mem_ofPred_eq]
    constructor
    · rintro ⟨ht, hF⟩
      exact ⟨_, hF, (mem_window_iff h0 h1).2 ⟨ht, rfl⟩⟩
    · rintro ⟨S, hF, hS⟩
      obtain ⟨ht, hEq⟩ := (mem_window_iff h0 h1).1 hS
      exact ⟨ht, hEq ▸ hF⟩
  -- a threshold selects only one set, so the windows are disjoint and their lengths add
  have hd : (F : Set (Finset ι)).PairwiseDisjoint
      (fun S => Set.Ioc (maxOf p Sᶜ) (minOf p S)) := by
    intro S _ T _ hne
    rw [Function.onFun, Set.disjoint_left]
    intro t hS hT
    exact hne (((mem_window_iff h0 h1).1 hS).2.trans ((mem_window_iff h0 h1).1 hT).2.symm)
  rw [hU, measureReal_biUnion_finset hd (fun S _ => measurableSet_Ioc)
    (fun S _ => measure_Ioc_lt_top.ne)]
  refine Finset.sum_congr rfl fun S _ => ?_
  rw [Real.volume_real_Ioc, weight, max_comm]

/-- For QM fractions in [0,1], the difference-based weights sum to 1, and the partitions in
which group `i` is QM carry total weight `p i`. -/
theorem weight_normalised_and_inclusion (h0 : ∀ i, 0 ≤ p i) (h1 : ∀ i, p i ≤ 1) :
    ∑ S, weight p S = 1 ∧
      ∀ i, ∑ S ∈ Finset.univ.filter (fun S : Finset ι => i ∈ S), weight p S = p i := by
  constructor
  · have hset : {t : ℝ | t ∈ Set.Ioc (0 : ℝ) 1 ∧
        thresholdSet p t ∈ (Finset.univ : Finset (Finset ι))} = Set.Ioc 0 1 := by
      ext t
      simp
    rw [sum_weight_eq_volume h0 h1, hset, Real.volume_real_Ioc]
    norm_num
  · intro i
    -- among the thresholds in (0, 1], exactly those in (0, p i] select group i
    have hset : {t : ℝ | t ∈ Set.Ioc (0 : ℝ) 1 ∧
        thresholdSet p t ∈ Finset.univ.filter (fun S : Finset ι => i ∈ S)} =
        Set.Ioc 0 (p i) := by
      ext t
      simp only [thresholdSet, Finset.mem_filter, Finset.mem_univ, true_and,
        Set.mem_ofPred_eq, Set.mem_Ioc]
      exact ⟨fun h => ⟨h.1.1, h.2⟩, fun h => ⟨⟨h.1, h.2.trans (h1 i)⟩, h.2⟩⟩
    rw [sum_weight_eq_volume h0 h1, hset, Real.volume_real_Ioc, sub_zero, max_eq_left (h0 i)]

/-- Of two partitions with nonzero difference-based weight, one has its QM set contained in
the QM set of the other. -/
theorem weight_nested (hS : weight p S ≠ 0) (hT : weight p T ≠ 0) : S ⊆ T ∨ T ⊆ S := by
  have gap : ∀ U : Finset ι, weight p U ≠ 0 → ∀ i ∈ U, ∀ j ∉ U, p j < p i := by
    intro U hU i hi j hj
    have hlt : maxOf p Uᶜ < minOf p U := by
      by_contra h
      exact hU (max_eq_left (by linarith [not_lt.1 h]))
    have hj' : j ∈ Uᶜ := Finset.mem_compl.2 hj
    rw [maxOf, dif_pos ⟨j, hj'⟩, minOf, dif_pos ⟨i, hi⟩] at hlt
    exact (Finset.le_sup' p hj').trans_lt (hlt.trans_le (Finset.inf'_le p hi))
  by_contra h
  rw [not_or, Finset.not_subset, Finset.not_subset] at h
  obtain ⟨⟨i, hiS, hiT⟩, j, hjT, hjS⟩ := h
  exact lt_asymm (gap S hS i hiS j hjS) (gap T hT j hjT i hiT)

/-- Nonnegative weights that sum to 1, are nonzero only on mutually nested QM sets, and give
each group `i` the total QM weight `p i` are the difference-based weights. -/
theorem eq_weight_of_nested {v : Finset ι → ℝ} (hv : ∀ S, 0 ≤ v S)
    (hnest : ∀ S T, v S ≠ 0 → v T ≠ 0 → S ⊆ T ∨ T ⊆ S) (hsum : ∑ S, v S = 1)
    (hincl : ∀ i, ∑ S ∈ Finset.univ.filter (fun S : Finset ι => i ∈ S), v S = p i) :
    v = weight p := by
  have h0 : ∀ i, 0 ≤ p i := fun i => by
    rw [← hincl i]
    exact Finset.sum_nonneg fun T _ => hv T
  have h1 : ∀ i, p i ≤ 1 := fun i => by
    rw [← hincl i, ← hsum]
    exact Finset.sum_le_sum_of_subset_of_nonneg (Finset.filter_subset _ _) fun T _ _ => hv T
  have hle : ∀ S, v S ≤ weight p S := by
    intro S
    by_cases hS : v S = 0
    · rw [hS]
      exact le_max_left _ _
    -- if A holds every set containing S, its total is at least v S above the maximum outside S
    have bound : ∀ A : Finset (Finset ι), S ∈ A → (∀ T, S ⊆ T → T ∈ A) →
        maxOf p Sᶜ + v S ≤ ∑ T ∈ A, v T := by
      intro A hSA hA
      have hsplit := Finset.sum_erase_add A v hSA
      have hmax : maxOf p Sᶜ ≤ ∑ T ∈ A.erase S, v T := by
        unfold maxOf
        split_ifs with hne
        · refine Finset.sup'_le hne p fun j hj => ?_
          have hjS := Finset.mem_compl.1 hj
          have hsub : ∑ T ∈ (A.erase S).filter (fun T => j ∈ T), v T = p j := by
            rw [← hincl j]
            refine Finset.sum_subset (fun T hT => ?_) (fun T hT hn => ?_)
            · exact Finset.mem_filter.2 ⟨Finset.mem_univ T, (Finset.mem_filter.1 hT).2⟩
            · by_contra hvT
              have hjT := (Finset.mem_filter.1 hT).2
              have hST : S ⊆ T := (hnest S T hS hvT).resolve_right fun h => hjS (h hjT)
              exact hn (Finset.mem_filter.2
                ⟨Finset.mem_erase.2 ⟨fun h => hjS (h ▸ hjT), hA T hST⟩, hjT⟩)
          rw [← hsub]
          exact Finset.sum_le_sum_of_subset_of_nonneg (Finset.filter_subset _ _)
            fun T _ _ => hv T
        · exact Finset.sum_nonneg fun T _ => hv T
      linarith
    have hmin : maxOf p Sᶜ + v S ≤ minOf p S := by
      refine (le_minOf_iff h1).2 ⟨?_, fun i hi => ?_⟩
      · exact (bound Finset.univ (Finset.mem_univ S) fun T _ => Finset.mem_univ T).trans_eq hsum
      · exact (bound _ (Finset.mem_filter.2 ⟨Finset.mem_univ S, hi⟩) fun T hT =>
          Finset.mem_filter.2 ⟨Finset.mem_univ T, hT hi⟩).trans_eq (hincl i)
    exact le_trans (by linarith) (le_max_right 0 (minOf p S - maxOf p Sᶜ))
  -- both families sum to 1, so the inequality is an equality for every set
  funext S
  exact (Finset.sum_eq_sum_iff_of_le fun S _ => hle S).1
    (hsum.trans (weight_normalised_and_inclusion h0 h1).1.symm) S (Finset.mem_univ S)

end

end DifferenceBasedAdaptiveSolvation
```

```lean
#print axioms DifferenceBasedAdaptiveSolvation.weight_normalised_and_inclusion
-- 'DifferenceBasedAdaptiveSolvation.weight_normalised_and_inclusion' depends on axioms: [propext, Classical.choice, Quot.sound]
#print axioms DifferenceBasedAdaptiveSolvation.weight_nested
-- 'DifferenceBasedAdaptiveSolvation.weight_nested' depends on axioms: [propext, Classical.choice, Quot.sound]
#print axioms DifferenceBasedAdaptiveSolvation.eq_weight_of_nested
-- 'DifferenceBasedAdaptiveSolvation.eq_weight_of_nested' depends on axioms: [propext, Classical.choice, Quot.sound]
```

## From threshold windows to the sum rules

`le_minOf_iff` and `maxOf_lt_iff` turn comparisons with the minimum and maximum into conditions on each group. The bounds on `p` enter here, so that empty and nonempty sets obey the same rule. `mem_window_iff` combines the two: `t` lies in the half-open interval `Set.Ioc (maxOf p Sᶜ) (minOf p S)` exactly when it lies in $(0,1]$ and selects `S`.

`sum_weight_eq_volume` adds the lengths for any family `F` of partitions. Its central device is Mathlib's `measureReal_biUnion_finset`: the real-valued measure of a finite union is the sum of the measures, provided that the sets are pairwise disjoint, measurable and of finite measure. Here the measure is `volume.real`, ordinary length as a real number. Disjointness is `hd`, proved from the fact that one threshold selects one set; the other two conditions are standard for intervals. `Real.volume_real_Ioc` then gives the length of the interval from $a$ to $b$ as $\max(b-a,0)$, which is the clipping in `weight`. The fractions never have to be sorted, and ties need no separate treatment.

The two sum rules follow by choosing `F`. All partitions give the interval $(0,1]$, and those containing `i` give $(0,p_i]$.

In `weight_nested`, the auxiliary statement `gap` says that fractions inside a set of nonzero weight exceed those outside, and `lt_asymm` closes the contradiction.

In `eq_weight_of_nested`, the case `v S = 0` is immediate, because `weight` is never negative. For `v S ≠ 0`, the auxiliary statement `bound` takes a family `A` that holds `S` and every set containing `S`. It shows that the total `v`-weight of `A` is at least `maxOf p Sᶜ + v S`, by removing `S` from `A` and finding each outside group's full weight in what is left. Taking `A` as all partitions bounds the sum by 1; taking the partitions that contain `i` bounds it by `p i`. Together these give `hmin`, and hence `v S ≤ weight p S`. `Finset.sum_eq_sum_iff_of_le` turns equal totals into equality for every set.
